# Diluting an added density with finite $\int g^{4/3}$ returns the Lieb-Oxford denominator to $\int n^{4/3}$

Take a system with electron density $n(x)$ and add one more electron, bound so weakly that its density is spread over an enormous volume. The electron count rises by one, while the density near the original system hardly changes. The Lieb-Oxford inequality bounds the indirect part $E_{\rm ind}$ of the Coulomb repulsion, the expectation value of the repulsion minus the Hartree energy, by $E_{\rm ind} \ge -C\int n^{4/3}$ with a universal constant $C$. How close a system comes to the bound is measured by the ratio $-E_{\rm ind}/\int n^{4/3}$, so one asks what the added electron does to the denominator. For nonnegative measurable densities with finite $\int n^{4/3}$, and an added density obtained by uniformly dilating a fixed shape $g$ with finite $\int g^{4/3}$, it does nothing in the limit. The inequality itself, the constant $C$ and the energy $E_{\rm ind}$ enter no statement below; the theorems concern the density integral alone.

```lean
import Mathlib

open MeasureTheory Filter Topology

namespace DiffuseElectronLimit

noncomputable section
```

## Densities, dilation and the power functional

Position space is $\mathbb{R}^d$, written `Space d`, and every integral is taken with Lebesgue measure.

```lean
/-- Position space of dimension `d`. -/
abbrev Space (d : ℕ) := EuclideanSpace ℝ (Fin d)
```

A density is a real function on this space. For a scale factor $c>0$ the dilated density is $g_c(x)=c^d g(cx)$, which is `dilate c g`. Small $c$ stretches $g$ by the factor $1/c$ and multiplies its height by $c^d$.

```lean
variable {d : ℕ}

/-- The uniformly scaled density `g_c(x) = c^d g(c x)`. -/
def dilate (c : ℝ) (g : Space d → ℝ) (x : Space d) : ℝ := c ^ d * g (c • x)
```

The density of the enlarged system is modelled as the sum $n+g_c$. This additivity is a definition and is not derived from a many-electron wavefunction; it stands for an added electron that leaves the original density unrelaxed.

```lean
/-- The density `n + g_c`: the density `n` with the scaled density `g_c` added. -/
def perturbed (n g : Space d → ℝ) (c : ℝ) (x : Space d) : ℝ := n x + dilate c g x
```

For a real exponent $p$ let $F_p[n]=\int n(x)^p\,dx$. The Lieb-Oxford denominator is $F_{4/3}$ in $d=3$.

```lean
/-- The local functional `∫ n^p`; for `d = 3`, `p = 4/3` it is the Lieb-Oxford denominator. -/
def powerFunctional (p : ℝ) (n : Space d → ℝ) : ℝ := ∫ x, n x ^ p
```

## Scaling of the electron number and of $F_p$

Substituting $y=cx$, with $dy=c^d\,dx$, gives for integrable $f$
$$\int f(cx)\,dx=c^{-d}\int f(y)\,dy .$$
In `integral_rescale` the substitution is `Measure.integral_comp_smul`, whose Jacobian factor contains the dimension of the space; `finrank_euclideanSpace_fin` identifies that dimension as $d$.

```lean
/-- Change of variables: for integrable `f` and `c > 0`, `x ↦ f(c x)` is integrable with
integral `c^(-d) ∫ f`. -/
theorem integral_rescale {f : Space d → ℝ} (hf : Integrable f) {c : ℝ} (hc : 0 < c) :
    Integrable (fun x => f (c • x)) ∧ ∫ x, f (c • x) = (c ^ d)⁻¹ * ∫ x, f x := by
  refine ⟨hf.comp_smul hc.ne', ?_⟩
  have hpos : 0 < (c ^ d)⁻¹ := by positivity
  rw [Measure.integral_comp_smul volume f c, finrank_euclideanSpace_fin, abs_of_pos hpos,
    smul_eq_mul]
```

With $f=g$ the prefactor $c^d$ cancels the Jacobian, so $\int g_c=\int g$ and
$$\int (n+g_c)=\int n+\int g \qquad\text{for every } c>0 .$$
One added electron is the case $\int g=1$; the theorems leave the normalisation free. The proof splits the integral with `integral_add` and cancels $c^d\,(c^d)^{-1}$.

```lean
/-- For integrable `n`, `g` and every `c > 0` the density `n + g_c` is integrable and its electron
number is `∫ n + ∫ g`. -/
theorem electron_number {n g : Space d → ℝ} (hn : Integrable n) (hg : Integrable g)
    {c : ℝ} (hc : 0 < c) :
    Integrable (perturbed n g c) ∧ ∫ x, perturbed n g c x = (∫ x, n x) + ∫ x, g x := by
  obtain ⟨h1, h2⟩ := integral_rescale hg hc
  have h3 : Integrable (fun x => c ^ d * g (c • x)) := h1.const_mul _
  have hcd : c ^ d ≠ 0 := by positivity
  refine ⟨hn.add h3, ?_⟩
  change ∫ x, (n x + c ^ d * g (c • x)) = _
  rw [integral_add hn h3, integral_const_mul, h2, ← mul_assoc, mul_inv_cancel₀ hcd, one_mul]
```

With $f=g^p$ the cancellation is incomplete. Since $g\ge 0$, one has $g_c(x)^p=(c^d)^p\,g(cx)^p$, which is the equation `e` in the code, and therefore
$$F_p[g_c]=(c^d)^p\,c^{-d}F_p[g]=(c^d)^{p-1}F_p[g].$$
For $d=3$, $p=4/3$ the factor is $c$: $F_{4/3}$ scales as an inverse length, which is also how a Coulomb energy scales.

```lean
/-- Scaling of the power functional: for `g ≥ 0` with `g^p` integrable and `c > 0`, `g_c^p` is
integrable and `∫ g_c^p = (c^d)^(p-1) ∫ g^p`. -/
theorem powerFunctional_dilate {g : Space d → ℝ} (hg0 : ∀ x, 0 ≤ g x) {p : ℝ}
    (hgp : Integrable fun x => g x ^ p) {c : ℝ} (hc : 0 < c) :
    Integrable (fun x => dilate c g x ^ p) ∧
      powerFunctional p (dilate c g) = (c ^ d) ^ (p - 1) * powerFunctional p g := by
  obtain ⟨h1, h2⟩ := integral_rescale hgp hc
  have hcd : 0 < c ^ d := by positivity
  have e : (fun x => dilate c g x ^ p) = fun x => (c ^ d) ^ p * g (c • x) ^ p := by
    funext x
    exact Real.mul_rpow hcd.le (hg0 _)
  refine ⟨by rw [e]; exact h1.const_mul _, ?_⟩
  unfold powerFunctional
  rw [e, integral_const_mul, h2, Real.rpow_sub_one hcd.ne', div_eq_mul_inv, mul_assoc]
```

## Separating the two densities by convexity

For the upper estimate it suffices to bound the power of a sum by powers of the separate terms, with a coefficient of $n^p$ that can be brought close to $1$. For $a,b\ge0$ and $0<t<1$ write
$$a+b=(1-t)\,\frac{a}{1-t}+t\,\frac{b}{t}.$$
The function $u\mapsto u^p$ is convex on $[0,\infty)$ for $p\ge1$, so
$$(a+b)^p\le(1-t)\Big(\frac{a}{1-t}\Big)^p+t\Big(\frac{b}{t}\Big)^p=(1-t)^{1-p}a^p+t^{1-p}b^p .$$
The proof applies `convexOn_rpow` to these two points and weights. The identity `canc` restores $a+b$ on the left, and `key`, which reads $s(x/s)^p=s^{1-p}x^p$ for a weight $s>0$ and a number $x\ge0$, rewrites the right.

```lean
/-- Convexity splitting: `(a+b)^p ≤ (1-t)^(1-p) a^p + t^(1-p) b^p` for `a, b ≥ 0`, `p ≥ 1`
and `0 < t < 1`. -/
theorem add_rpow_le_split {a b p t : ℝ} (ha : 0 ≤ a) (hb : 0 ≤ b) (hp : 1 ≤ p)
    (ht0 : 0 < t) (ht1 : t < 1) :
    (a + b) ^ p ≤ (1 - t) ^ (1 - p) * a ^ p + t ^ (1 - p) * b ^ p := by
  have hs : 0 < 1 - t := by linarith
  have key : ∀ s x : ℝ, 0 < s → 0 ≤ x → s * (x / s) ^ p = s ^ (1 - p) * x ^ p := by
    intro s x hs hx
    rw [Real.div_rpow hx hs.le, Real.rpow_sub hs, Real.rpow_one]
    ring
  have canc : ∀ s x : ℝ, 0 < s → s * (x / s) = x := by
    intro s x hs
    field_simp
  -- `a + b` is the convex combination of `a/(1-t)` and `b/t` with weights `1-t` and `t`
  have h := (convexOn_rpow hp).2
    (show a / (1 - t) ∈ Set.Ici (0 : ℝ) from div_nonneg ha hs.le)
    (show b / t ∈ Set.Ici (0 : ℝ) from div_nonneg hb ht0.le) hs.le ht0.le
    (by ring : (1 - t) + t = 1)
  simp only [smul_eq_mul] at h
  rw [key _ _ hs ha, key _ _ ht0 hb, canc _ _ hs, canc _ _ ht0] at h
  exact h
```

Set $a=n(x)$ and $b=g_c(x)$. The right-hand side is integrable (`hmaj`), and it dominates the nonnegative measurable function $(n+g_c)^p$, which is therefore integrable too (`hint`); the measurability of $n$ and $g$ is used at this point. Integrating the upper bound with the scaling law inserted, and integrating $n^p\le(n+g_c)^p$ for the lower bound, gives
$$F_p[n]\le F_p[n+g_c]\le(1-t)^{1-p}F_p[n]+t^{1-p}(c^d)^{p-1}F_p[g].$$
Both integrations are `integral_mono`.

```lean
/-- Two-sided bound: for nonnegative measurable `n`, `g` with integrable `p`-th powers, `p ≥ 1`, `c
> 0` and `0 < t < 1`, `(n + g_c)^p` is integrable and `∫ n^p ≤ ∫ (n + g_c)^p ≤ (1-t)^(1-p) ∫ n^p +
t^(1-p) (c^d)^(p-1) ∫ g^p`. -/
theorem powerFunctional_perturbed_bounds {n g : Space d → ℝ} (hn : Measurable n)
    (hg : Measurable g) (hn0 : ∀ x, 0 ≤ n x) (hg0 : ∀ x, 0 ≤ g x) {p : ℝ} (hp : 1 ≤ p)
    (hnp : Integrable fun x => n x ^ p) (hgp : Integrable fun x => g x ^ p)
    {c t : ℝ} (hc : 0 < c) (ht0 : 0 < t) (ht1 : t < 1) :
    Integrable (fun x => perturbed n g c x ^ p) ∧
      powerFunctional p n ≤ powerFunctional p (perturbed n g c) ∧
      powerFunctional p (perturbed n g c) ≤ (1 - t) ^ (1 - p) * powerFunctional p n
        + t ^ (1 - p) * ((c ^ d) ^ (p - 1) * powerFunctional p g) := by
  obtain ⟨h1, h2⟩ := powerFunctional_dilate hg0 hgp hc
  have hd0 : ∀ x, 0 ≤ dilate c g x := fun x => mul_nonneg (pow_pos hc d).le (hg0 _)
  have i1 : Integrable fun x => (1 - t) ^ (1 - p) * n x ^ p := hnp.const_mul _
  have i2 : Integrable fun x => t ^ (1 - p) * dilate c g x ^ p := h1.const_mul _
  have hmaj : Integrable fun x =>
      (1 - t) ^ (1 - p) * n x ^ p + t ^ (1 - p) * dilate c g x ^ p := i1.add i2
  have hpt : ∀ x, perturbed n g c x ^ p ≤
      (1 - t) ^ (1 - p) * n x ^ p + t ^ (1 - p) * dilate c g x ^ p :=
    fun x => add_rpow_le_split (hn0 x) (hd0 x) hp ht0 ht1
  have m1 : Measurable fun x : Space d => g (c • x) :=
    hg.comp (continuous_const_smul c).measurable
  have m2 : Measurable (dilate c g) := m1.const_mul (c ^ d)
  have m3 : Measurable (perturbed n g c) := hn.add m2
  have m4 : Measurable fun x => perturbed n g c x ^ p := m3.pow_const p
  -- the convexity splitting supplies an integrable majorant
  have hint : Integrable fun x => perturbed n g c x ^ p := by
    refine hmaj.mono' m4.aestronglyMeasurable (ae_of_all _ fun x => ?_)
    have h0 : 0 ≤ perturbed n g c x ^ p := Real.rpow_nonneg (add_nonneg (hn0 x) (hd0 x)) p
    rw [Real.norm_of_nonneg h0]
    exact hpt x
  refine ⟨hint, integral_mono hnp hint fun x => ?_, ?_⟩
  · exact Real.rpow_le_rpow (hn0 x) (le_add_of_nonneg_right (hd0 x)) (by linarith)
  · rw [← h2]
    unfold powerFunctional
    rw [← integral_const_mul, ← integral_const_mul, ← integral_add i1 i2]
    exact integral_mono hint hmaj hpt
```

## The limit $c\to0^+$

Let $d\ge1$ and $p>1$, let $n,g\ge0$ be measurable, and let $n^p$ and $g^p$ be integrable. Then $F_p[n+g_c]\to F_p[n]$ as $c\to0$ through positive values, which is the meaning of the filter `𝓝[>] 0`. Integrability of $n$ and $g$ themselves is not assumed here; it is needed only for the electron number.

The lemma `tendsto_order` reduces convergence to two claims about thresholds, called `a` and `b` in the code. If $a<F_p[n]$, the lower bound gives $a<F_p[n+g_c]$ for all $c>0$; the value $t=1/2$ is supplied only because the two-sided bound takes a $t$. If $b>F_p[n]$, the two terms of the upper bound are treated in turn. As $t\to0$ the factor $(1-t)^{1-p}$ tends to $1$ (`c2`), so some fixed $t\in(0,1)$ has $(1-t)^{1-p}F_p[n]<b$. With that $t$ held fixed, $c^d\to0$ because $d\ne0$ (`d1`), and $(c^d)^{p-1}\to0$ because $p>1$ (`d2`). The upper bound then tends to $(1-t)^{1-p}F_p[n]$ (`d3`) and lies below $b$ for small $c$. The order matters, since $t^{1-p}$ diverges as $t\to0$.

```lean
/-- For `d ≥ 1`, `p > 1` and nonnegative measurable `n`, `g` with integrable `p`-th powers,
`∫ (n + g_c)^p` tends to `∫ n^p` as `c → 0⁺`. -/
theorem powerFunctional_diffuse_limit (hd : d ≠ 0) {n g : Space d → ℝ} (hn : Measurable n)
    (hg : Measurable g) (hn0 : ∀ x, 0 ≤ n x) (hg0 : ∀ x, 0 ≤ g x) {p : ℝ} (hp : 1 < p)
    (hnp : Integrable fun x => n x ^ p) (hgp : Integrable fun x => g x ^ p) :
    Tendsto (fun c => powerFunctional p (perturbed n g c)) (𝓝[>] 0)
      (𝓝 (powerFunctional p n)) := by
  have bd := fun (c t : ℝ) (hc : 0 < c) (ht0 : 0 < t) (ht1 : t < 1) =>
    (powerFunctional_perturbed_bounds hn hg hn0 hg0 hp.le hnp hgp hc ht0 ht1).2
  refine tendsto_order.2 ⟨fun a ha => ?_, fun b hb => ?_⟩
  · filter_upwards [self_mem_nhdsWithin] with c hc
    exact ha.trans_le (bd c (1 / 2) hc (by norm_num) (by norm_num)).1
  · -- first fix `t` so small that `(1-t)^(1-p) ∫ n^p < b`
    have c0 : Continuous fun t : ℝ => 1 - t := by fun_prop
    have c1 : Tendsto (fun t : ℝ => 1 - t) (𝓝 0) (𝓝 1) := c0.tendsto' 0 1 (by simp)
    have c2 : Tendsto (fun t : ℝ => (1 - t) ^ (1 - p)) (𝓝 0) (𝓝 ((1 : ℝ) ^ (1 - p))) :=
      c1.rpow_const (Or.inl one_ne_zero)
    have c3 := (c2.mul_const (powerFunctional p n)).mono_left
      (nhdsWithin_le_nhds (s := Set.Ioi 0))
    rw [Real.one_rpow, one_mul] at c3
    obtain ⟨t, ht, t0, t1⟩ := (((tendsto_order.1 c3).2 b hb).and
      (Ioo_mem_nhdsGT (show (0 : ℝ) < 1 from one_pos))).exists
    -- then the contribution of the diffuse density vanishes like `(c^d)^(p-1)`
    have d1 : Tendsto (fun c : ℝ => c ^ d) (𝓝 0) (𝓝 0) :=
      (continuous_pow d).tendsto' 0 0 (zero_pow hd)
    have d2 : Tendsto (fun c : ℝ => (c ^ d) ^ (p - 1)) (𝓝 0) (𝓝 ((0 : ℝ) ^ (p - 1))) :=
      d1.rpow_const (Or.inr (by linarith))
    rw [Real.zero_rpow (sub_pos.2 hp).ne'] at d2
    have d3 := (((d2.mul_const (powerFunctional p g)).const_mul (t ^ (1 - p))).const_add
      ((1 - t) ^ (1 - p) * powerFunctional p n)).mono_left
      (nhdsWithin_le_nhds (s := Set.Ioi 0))
    simp only [zero_mul, mul_zero, add_zero] at d3
    filter_upwards [(tendsto_order.1 d3).2 b ht, self_mem_nhdsWithin] with c h1 hc
    exact (bd c t hc t0 t1).2.trans_lt h1
```

## Three dimensions and exponent $4/3$

Let $n,g\ge0$ be continuous with compact support on $\mathbb{R}^3$. The function $n^{4/3}$ is continuous, and it vanishes wherever $n$ does because $0^{4/3}=0$, so it is integrable; the same holds for $g$ (`hint`). The theorem `liebOxford_denominator_limit` then states two things with the definitions written out: for every $c>0$,
$$\int\big(n(x)+c^3g(cx)\big)\,dx=\int n+\int g,$$
and
$$\lim_{c\to0^+}\int\big(n(x)+c^3g(cx)\big)^{4/3}dx=\int n^{4/3}.$$
Densities with exponential tails have no compact support; they fall under `powerFunctional_diffuse_limit` and `electron_number` whenever the integrability hypotheses hold.

```lean
/-- For nonnegative continuous compactly supported `n`, `g` on three-dimensional space,
`n(x) + c³ g(c x)` has electron number `∫ n + ∫ g` for all `c > 0`, and the integral of its
`4/3` power tends to `∫ n^(4/3)` as `c → 0⁺`. -/
theorem liebOxford_denominator_limit {n g : Space 3 → ℝ} (hn : Continuous n)
    (hg : Continuous g) (hnc : HasCompactSupport n) (hgc : HasCompactSupport g)
    (hn0 : ∀ x, 0 ≤ n x) (hg0 : ∀ x, 0 ≤ g x) :
    (∀ c : ℝ, 0 < c → ∫ x, (n x + c ^ 3 * g (c • x)) = (∫ x, n x) + ∫ x, g x) ∧
      Tendsto (fun c : ℝ => ∫ x, (n x + c ^ 3 * g (c • x)) ^ (4 / 3 : ℝ)) (𝓝[>] 0)
        (𝓝 (∫ x, n x ^ (4 / 3 : ℝ))) := by
  have hint : ∀ f : Space 3 → ℝ, Continuous f → HasCompactSupport f →
      Integrable fun x => f x ^ (4 / 3 : ℝ) := by
    intro f hf hfc
    have h1 : Continuous fun x => f x ^ (4 / 3 : ℝ) :=
      hf.rpow_const fun _ => Or.inr (by norm_num)
    have h2 : HasCompactSupport ((fun y : ℝ => y ^ (4 / 3 : ℝ)) ∘ f) :=
      hfc.comp_left (Real.zero_rpow (by norm_num))
    exact h1.integrable_of_hasCompactSupport h2
  exact ⟨fun c hc => (electron_number (hn.integrable_of_hasCompactSupport hnc)
      (hg.integrable_of_hasCompactSupport hgc) hc).2,
    powerFunctional_diffuse_limit (by norm_num) hn.measurable hg.measurable hn0 hg0
      (by norm_num) (hint n hn hnc) (hint g hg hgc)⟩
```

In electronic-structure terms, within the one-parameter family of additive, spin-unresolved densities $n+g_c$, a density with $\int g$ more electrons can have a denominator arbitrarily close to that of $n$. Comparing the Lieb-Oxford ratio between electron numbers would also need a wavefunction for $n+g_c$ and the limit of its $E_{\rm ind}$, neither of which is treated.

## Failure at $p=1$

At $p=1$ the functional is the electron number, so $F_1[n+g_c]=\int n+\int g$ for every $c>0$. For $n=0$ and $\int g=1$ the value is $1$ at all scales, while $F_1[n]=0$. In general, for integrable $n$ and $g$ of any sign with $\int g\neq0$, the function of $c$ is constant on $c>0$ and converges to $\int n+\int g$ (`h'`). Convergence to $\int n$ as well would force $\int g=0$ by `tendsto_nhds_unique`.

```lean
/-- At `p = 1` the limit fails: if `∫ g ≠ 0`, then `∫ (n + g_c)^1` does not tend to
`∫ n^1` as `c → 0⁺`. -/
theorem no_limit_at_exponent_one {n g : Space d → ℝ} (hn : Integrable n) (hg : Integrable g)
    (hN : ∫ x, g x ≠ 0) :
    ¬ Tendsto (fun c => powerFunctional 1 (perturbed n g c)) (𝓝[>] 0)
      (𝓝 (powerFunctional 1 n)) := by
  intro h
  simp only [powerFunctional, Real.rpow_one] at h
  have h' : Tendsto (fun c => ∫ x, perturbed n g c x) (𝓝[>] 0)
      (𝓝 ((∫ x, n x) + ∫ x, g x)) := by
    refine tendsto_const_nhds.congr' ?_
    filter_upwards [self_mem_nhdsWithin] with c hc
    exact (electron_number hn hg hc).2.symm
  have := tendsto_nhds_unique h h'
  exact hN (by linarith)

end

end DiffuseElectronLimit
```

```lean
#print axioms DiffuseElectronLimit.liebOxford_denominator_limit
#print axioms DiffuseElectronLimit.no_limit_at_exponent_one
```

```
'DiffuseElectronLimit.liebOxford_denominator_limit' depends on axioms: [propext, Classical.choice, Quot.sound]
'DiffuseElectronLimit.no_limit_at_exponent_one' depends on axioms: [propext, Classical.choice, Quot.sound]
```

## Failure for $d=0$ and for a singular $g$

The examples that follow are elementary observations with no theorem above behind them. For $d=0$ the space is a single point of measure $1$ and $c^0=1$, so dilation does nothing: with $n=0$ and $g=1$ one has $F_p[n+g_c]=1$ for all $c$, against $F_p[n]=0$.

A finite electron number does not replace integrability of $g^p$. In $d=3$ take $g(x)=|x|^{-5/2}/(8\pi)$ for $0<|x|<1$ and zero elsewhere. Then $\int g=\tfrac12\int_0^1 r^{-1/2}dr=1$, but $g^{4/3}$ is proportional to $|x|^{-10/3}$, whose radial integral $\int_0^1 r^{-4/3}dr$ diverges. Since $n+g_c\ge g_c$, the denominator is infinite for every $c>0$. This $g$ is not a physically admissible density: $|\nabla\sqrt g|^2$ behaves as $|x|^{-9/2}$ near the origin, so the kinetic energy is infinite. A density of finite kinetic energy has $\sqrt g$ with square-integrable gradient, hence $g^3$ integrable by the Sobolev inequality, and then $g^{4/3}\le g+g^3$ is integrable; the example shows only that the mathematical hypothesis cannot be dropped. Lean assigns the value $0$ to the integral of a non-integrable function, so `powerFunctional` would not represent the physical quantity there; under `hnp` and `hgp` the integrability clause of `powerFunctional_perturbed_bounds` excludes that case.
